# For occupations between 0 and 1, a McWeeny step never increases the total free valence

Let D be the density matrix of one spin in a finite orthonormal orbital basis, with the same D for both spins. Its eigenvalues λᵢ are the occupations per spin, and its eigenvectors are the natural orbitals. The dagger † denotes the conjugate transpose, written `ᴴ` in Lean.

```lean
import Mathlib

open Matrix

namespace FreeValencePurification

noncomputable section

variable {n : Type*} [Fintype n] [DecidableEq n]
```

The type `n` labels the basis orbitals. It may be any finite set, so `Matrix n n ℂ` is a square complex matrix of arbitrary finite size.

```lean
/-- The McWeeny purification step `3 D² - 2 D³` for a density matrix. -/
def mcweeny (D : Matrix n n ℂ) : Matrix n n ℂ := (3 : ℂ) • D ^ 2 - (2 : ℂ) • D ^ 3
```

This is the McWeeny step, with `•` for multiplication by a number:

D' = 3D² − 2D³

```lean
/-- The McWeeny polynomial `3 x² - 2 x³` acting on a single occupation number. -/
def purify (x : ℝ) : ℝ := 3 * x ^ 2 - 2 * x ^ 3
```

The same polynomial acts on a single occupation. It is called p below:

p(x) = 3x² − 2x³

```lean
/-- The total free valence `4 tr(D - D²)` of a density matrix per spin, read as a real number. -/
def freeValence (D : Matrix n n ℂ) : ℝ := 4 * (trace (D - D ^ 2)).re
```

The total free valence is

F(D) = 4 tr(D − D²).

With the spin-summed matrix P = 2D this is 2 tr P − tr P². An orbital with occupation 0 or 1 per spin contributes nothing, and one with occupation 1/2 contributes 1. The trace is real for Hermitian D; `.re` turns it into a real number in Lean.

## The step acts on each occupation separately

```lean
/-- A Hermitian matrix is the diagonal matrix of its eigenvalues, seen from a unitarily
rotated basis. -/
theorem spectral_form {D : Matrix n n ℂ} (hD : D.IsHermitian) :
    ∃ U : Matrix n n ℂ, Uᴴ * U = 1 ∧
      D = U * diagonal (fun i => (hD.eigenvalues i : ℂ)) * Uᴴ := by
  refine ⟨(hD.eigenvectorUnitary : Matrix n n ℂ), ?_, ?_⟩
  · exact Matrix.mem_unitaryGroup_iff'.1 hD.eigenvectorUnitary.2
  · have h := hD.spectral_theorem
    rw [Unitary.conjStarAlgAut_apply] at h
    exact h
```

In a Lean theorem, the assumptions stand before the main colon, the claim stands between it and `:=`, and the proof follows. Here `hD` is the assumption that D is Hermitian, and `hD.eigenvalues i` is λᵢ. The claim is the spectral theorem, taken from Mathlib:

D = U diag(λ) U†, with U†U = 1.

```lean
private theorem conj_mul {U : Matrix n n ℂ} (hU : Uᴴ * U = 1) (A B : Matrix n n ℂ) :
    (U * A * Uᴴ) * (U * B * Uᴴ) = U * (A * B) * Uᴴ := by
  calc (U * A * Uᴴ) * (U * B * Uᴴ) = U * A * (Uᴴ * U) * (B * Uᴴ) := by
        simp only [Matrix.mul_assoc]
    _ = U * (A * B) * Uᴴ := by
        rw [hU, Matrix.mul_one]
        simp only [Matrix.mul_assoc]
```

When two matrices in the same rotated basis are multiplied, the inner factor U†U disappears:

(UAU†)(UBU†) = U(AB)U†

```lean
private theorem trace_conj {U : Matrix n n ℂ} (hU : Uᴴ * U = 1) (A : Matrix n n ℂ) :
    trace (U * A * Uᴴ) = trace A := by
  rw [Matrix.trace_mul_comm, ← Matrix.mul_assoc, hU, Matrix.one_mul]
```

Cyclicity of the trace gives tr(UAU†) = tr A.

```lean
/-- The McWeeny step keeps the natural orbitals and applies the McWeeny polynomial to
each occupation number. -/
theorem mcweeny_conj {U : Matrix n n ℂ} (hU : Uᴴ * U = 1) (x : n → ℝ) :
    mcweeny (U * diagonal (fun i => (x i : ℂ)) * Uᴴ) =
      U * diagonal (fun i => (purify (x i) : ℂ)) * Uᴴ := by
  have h2 : (U * diagonal (fun i => (x i : ℂ)) * Uᴴ) ^ 2 =
      U * diagonal (fun i => (x i : ℂ) * x i) * Uᴴ := by
    rw [pow_two, conj_mul hU, diagonal_mul_diagonal]
  have h3 : (U * diagonal (fun i => (x i : ℂ)) * Uᴴ) ^ 3 =
      U * diagonal (fun i => (x i : ℂ) * x i * x i) * Uᴴ := by
    rw [pow_succ, h2, conj_mul hU, diagonal_mul_diagonal]
  have hd : diagonal (fun i => (purify (x i) : ℂ)) =
      (3 : ℂ) • diagonal (fun i => (x i : ℂ) * x i) -
        (2 : ℂ) • diagonal (fun i => (x i : ℂ) * x i * x i) := by
    ext i j
    by_cases h : i = j
    · subst h
      simp only [diagonal_apply_eq, Matrix.sub_apply, Matrix.smul_apply, smul_eq_mul, purify]
      push_cast
      ring
    · simp [h]
  rw [mcweeny, h2, h3, hd, Matrix.mul_sub, Matrix.sub_mul]
  simp only [Matrix.mul_smul, Matrix.smul_mul]
```

The square and cube of U diag(x) U† therefore have diagonal entries xᵢ² and xᵢ³ in the same basis, and the step gives

D' = U diag(p(x)) U†.

The lines `h2` and `h3` are these two powers, and `hd` combines them entry by entry. The tactic `rw` replaces an expression by an equal one, and `ring` checks polynomial identities.

```lean
private theorem freeValence_conj {U : Matrix n n ℂ} (hU : Uᴴ * U = 1) (x : n → ℝ) :
    freeValence (U * diagonal (fun i => (x i : ℂ)) * Uᴴ) = 4 * ∑ i, (x i - x i ^ 2) := by
  rw [freeValence, trace_sub, pow_two, conj_mul hU, diagonal_mul_diagonal, trace_conj hU,
    trace_conj hU, trace_diagonal, trace_diagonal, ← Finset.sum_sub_distrib, Complex.re_sum]
  congr 1
  refine Finset.sum_congr rfl fun i _ => ?_
  simp [pow_two]
```

By the same rules, F(U diag(x) U†) = 4 Σᵢ (xᵢ − xᵢ²).

```lean
private theorem eigen_match {U V : Matrix n n ℂ} {x y : n → ℝ} (hU : Uᴴ * U = 1)
    (hV : Vᴴ * V = 1) (h : U * diagonal (fun i => (x i : ℂ)) * Uᴴ =
      V * diagonal (fun i => (y i : ℂ)) * Vᴴ) (j : n) : ∃ i, y j = x i := by
  by_contra hne
  -- the overlap matrix of the two eigenbases intertwines the two diagonal matrices
  have key : diagonal (fun i => (x i : ℂ)) * (Uᴴ * V) =
      (Uᴴ * V) * diagonal (fun i => (y i : ℂ)) := by
    calc diagonal (fun i => (x i : ℂ)) * (Uᴴ * V)
        = (Uᴴ * U) * diagonal (fun i => (x i : ℂ)) * (Uᴴ * V) := by rw [hU, Matrix.one_mul]
      _ = Uᴴ * (U * diagonal (fun i => (x i : ℂ)) * Uᴴ) * V := by simp only [Matrix.mul_assoc]
      _ = Uᴴ * (V * diagonal (fun i => (y i : ℂ)) * Vᴴ) * V := by rw [h]
      _ = (Uᴴ * V) * diagonal (fun i => (y i : ℂ)) * (Vᴴ * V) := by
          simp only [Matrix.mul_assoc]
      _ = (Uᴴ * V) * diagonal (fun i => (y i : ℂ)) := by rw [hV, Matrix.mul_one]
  have zero : ∀ i, (Uᴴ * V) i j = 0 := by
    intro i
    have e := congrFun (congrFun key i) j
    rw [diagonal_mul, mul_diagonal] at e
    have e' : ((y j : ℂ) - x i) * (Uᴴ * V) i j = 0 := by linear_combination -e
    exact (mul_eq_zero.1 e').resolve_left
      fun h0 => hne ⟨i, by exact_mod_cast sub_eq_zero.1 h0⟩
  -- but a unitary matrix has no vanishing column
  have hW : (Uᴴ * V)ᴴ * (Uᴴ * V) = 1 := by
    rw [conjTranspose_mul, conjTranspose_conjTranspose]
    calc Vᴴ * U * (Uᴴ * V) = Vᴴ * (U * Uᴴ) * V := by simp only [Matrix.mul_assoc]
      _ = 1 := by rw [mul_eq_one_comm.1 hU, Matrix.mul_one, hV]
  have e : ((Uᴴ * V)ᴴ * (Uᴴ * V)) j j = 0 := by
    rw [Matrix.mul_apply]
    exact Finset.sum_eq_zero fun i _ => by rw [zero i, mul_zero]
  rw [hW, one_apply_eq] at e
  exact one_ne_zero e
```

Suppose that one matrix is diagonalised twice, by U with values xᵢ and by V with values yⱼ. The overlap matrix W = U†V then satisfies

diag(x) W = W diag(y), or (yⱼ − xᵢ) Wᵢⱼ = 0 for all i and j.

If some yⱼ differed from every xᵢ, column j of W would vanish. That contradicts W†W = 1, so every yⱼ is one of the xᵢ. In the proof, `key` is the matrix equation, `zero` the vanishing column and `hW` the unitarity of W.

```lean
/-- The McWeeny step turns a Hermitian matrix into a Hermitian matrix. -/
theorem mcweeny_isHermitian {D : Matrix n n ℂ} (hD : D.IsHermitian) :
    (mcweeny D).IsHermitian := by
  simp [Matrix.IsHermitian, mcweeny, conjTranspose_pow, hD.eq]
```

D' is Hermitian, so Lean can speak of its eigenvalues.

```lean
/-- Every eigenvalue after the step is the McWeeny polynomial of an eigenvalue before it. -/
theorem mcweeny_eigenvalue {D : Matrix n n ℂ} (hD : D.IsHermitian) (j : n) :
    ∃ i, (mcweeny_isHermitian hD).eigenvalues j = purify (hD.eigenvalues i) := by
  obtain ⟨U, hU, h⟩ := spectral_form hD
  obtain ⟨V, hV, h'⟩ := spectral_form (mcweeny_isHermitian hD)
  have hm := mcweeny_conj hU hD.eigenvalues
  rw [← h] at hm
  exact eigen_match (x := fun i => purify (hD.eigenvalues i)) hU hV (hm.symm.trans h') j
```

The matrix D' has the diagonalisation from the step and one from the spectral theorem. By the matching argument, each eigenvalue of D' equals p(λᵢ) for some i. The two lists may be ordered differently, which is why the statement says "there is an i".

## The loss of free valence, occupation by occupation

```lean
/-- The total free valence before and after the step, as sums over the eigenvalues of `D`. -/
theorem freeValence_sums {D : Matrix n n ℂ} (hD : D.IsHermitian) :
    freeValence D = 4 * ∑ i, (hD.eigenvalues i - hD.eigenvalues i ^ 2) ∧
    freeValence (mcweeny D) =
      4 * ∑ i, (purify (hD.eigenvalues i) - purify (hD.eigenvalues i) ^ 2) := by
  obtain ⟨U, hU, h⟩ := spectral_form hD
  have hf := freeValence_conj hU hD.eigenvalues
  have hm := mcweeny_conj hU hD.eigenvalues
  rw [← h] at hf hm
  refine ⟨hf, ?_⟩
  rw [hm]
  exact freeValence_conj hU fun i => purify (hD.eigenvalues i)
```

Both free valences are now sums over the old occupations:

F(D) = 4 Σᵢ (λᵢ − λᵢ²)

F(D') = 4 Σᵢ (p(λᵢ) − p(λᵢ)²)

```lean
/-- The free valence lost in one McWeeny step, resolved into contributions of the
eigenvalues of `D`. -/
theorem freeValence_loss {D : Matrix n n ℂ} (hD : D.IsHermitian) :
    freeValence D - freeValence (mcweeny D) =
      4 * ∑ i, (hD.eigenvalues i - hD.eigenvalues i ^ 2) *
        (1 + (hD.eigenvalues i - hD.eigenvalues i ^ 2)) * (1 - 2 * hD.eigenvalues i) ^ 2 := by
  rw [(freeValence_sums hD).1, (freeValence_sums hD).2, ← mul_sub, ← Finset.sum_sub_distrib]
  congr 1
  refine Finset.sum_congr rfl fun i _ => ?_
  unfold purify
  ring
```

Write gᵢ = λᵢ − λᵢ². Since p(λ) = λ²(3 − 2λ) and 1 − p(λ) = (1 − λ)²(1 + 2λ), the new contribution is

p(λᵢ)(1 − p(λᵢ)) = gᵢ²(3 − 2λᵢ)(1 + 2λᵢ) = gᵢ²(3 + 4gᵢ).

Subtracting it from the old one gives

gᵢ − 3gᵢ² − 4gᵢ³ = gᵢ(1 + gᵢ)(1 − 4gᵢ),

and 1 − 4gᵢ = (1 − 2λᵢ)². Hence

F(D) − F(D') = 4 Σᵢ gᵢ(1 + gᵢ)(1 − 2λᵢ)².

Lean pairs the terms of the two sums and leaves the algebra to `ring`. This identity needs only that D is Hermitian.

```lean
/-- For a Hermitian `D` with eigenvalues in `[0,1]`, the McWeeny step keeps the eigenvalues in
`[0,1]` and does not increase the total free valence, which stays unchanged if and only if every
eigenvalue of `D` is 0, 1/2 or 1. -/
theorem mcweeny_freeValence {D : Matrix n n ℂ} (hD : D.IsHermitian)
    (h : ∀ i, hD.eigenvalues i ∈ Set.Icc (0 : ℝ) 1) :
    (∀ j, (mcweeny_isHermitian hD).eigenvalues j ∈ Set.Icc (0 : ℝ) 1) ∧
    freeValence (mcweeny D) ≤ freeValence D ∧
    (freeValence (mcweeny D) = freeValence D ↔
      ∀ i, hD.eigenvalues i = 0 ∨ hD.eigenvalues i = 1 / 2 ∨ hD.eigenvalues i = 1) := by
  have loss := freeValence_loss hD
  have hpos : ∀ i ∈ Finset.univ, 0 ≤ (hD.eigenvalues i - hD.eigenvalues i ^ 2) *
      (1 + (hD.eigenvalues i - hD.eigenvalues i ^ 2)) * (1 - 2 * hD.eigenvalues i) ^ 2 := by
    intro i _
    obtain ⟨h0, h1⟩ := h i
    have hg : 0 ≤ hD.eigenvalues i - hD.eigenvalues i ^ 2 := by nlinarith
    exact mul_nonneg (mul_nonneg hg (by linarith)) (sq_nonneg _)
  refine ⟨fun j => ?_, ?_, ?_, ?_⟩
  · obtain ⟨i, hi⟩ := mcweeny_eigenvalue hD j
    obtain ⟨h0, h1⟩ := h i
    rw [hi]
    -- p(x) = x²(3 - 2x) and 1 - p(x) = (1 - x)²(1 + 2x)
    have a := mul_nonneg (sq_nonneg (hD.eigenvalues i))
      (show 0 ≤ 3 - 2 * hD.eigenvalues i by linarith)
    have b := mul_nonneg (sq_nonneg (1 - hD.eigenvalues i))
      (show 0 ≤ 1 + 2 * hD.eigenvalues i by linarith)
    unfold purify
    constructor
    · linarith
    · linarith
  · have := Finset.sum_nonneg hpos
    linarith
  · intro heq i
    have hs := (Finset.sum_eq_zero_iff_of_nonneg hpos).1 (by linarith) i (Finset.mem_univ i)
    obtain ⟨h0, h1⟩ := h i
    rcases mul_eq_zero.1 hs with hs | hs
    · rcases mul_eq_zero.1 hs with hs | hs
      · have hx : hD.eigenvalues i * (1 - hD.eigenvalues i) = 0 := by linear_combination hs
        rcases mul_eq_zero.1 hx with hx | hx
        · exact Or.inl hx
        · exact Or.inr (Or.inr (by linarith))
      · exfalso
        nlinarith
    · have hx := pow_eq_zero_iff (two_ne_zero) |>.1 hs
      exact Or.inr (Or.inl (by linarith))
  · intro hall
    have hs := Finset.sum_eq_zero (s := Finset.univ) (f := fun i =>
      (hD.eigenvalues i - hD.eigenvalues i ^ 2) *
      (1 + (hD.eigenvalues i - hD.eigenvalues i ^ 2)) * (1 - 2 * hD.eigenvalues i) ^ 2)
      (fun i _ => by rcases hall i with hx | hx | hx <;> simp only [hx] <;> norm_num)
    linarith
```

The new hypothesis `h` puts every λᵢ in the closed interval [0,1], written `Set.Icc (0 : ℝ) 1`. Physically, the lower bound says that an occupation is never negative, and the upper bound is the Pauli principle: a spin orbital holds at most one electron. The conclusion has three parts, joined by `∧`.

1. The new eigenvalues lie in [0,1]. For λ in [0,1], the factorised forms of p(λ) and 1 − p(λ) are both non-negative; they are `a` and `b` in the proof.
2. F(D') ≤ F(D). Each gᵢ is non-negative, so every term of the loss is too (`hpos`).
3. F(D') = F(D) exactly when every λᵢ is 0, 1/2 or 1. A sum of non-negative terms vanishes only if each term does. Then gᵢ = 0, giving 0 or 1, or 1 − 2λᵢ = 0, giving 1/2; the factor 1 + gᵢ is positive. Conversely, these three values make every term zero.

The tactics `linarith` and `nlinarith` settle the linear and simple nonlinear inequalities.

```lean
/-- For eigenvalues in `[0,1]`, the total free valence after a McWeeny step is at most the
square of the total free valence before it. -/
theorem freeValence_mcweeny_le_sq {D : Matrix n n ℂ} (hD : D.IsHermitian)
    (h : ∀ i, hD.eigenvalues i ∈ Set.Icc (0 : ℝ) 1) :
    freeValence (mcweeny D) ≤ freeValence D ^ 2 := by
  rw [(freeValence_sums hD).1, (freeValence_sums hD).2]
  obtain ⟨g, hgdef⟩ : ∃ g : n → ℝ, ∀ i, g i = hD.eigenvalues i - hD.eigenvalues i ^ 2 :=
    ⟨_, fun _ => rfl⟩
  have hg : ∀ i, 0 ≤ g i := fun i => by
    rw [hgdef]
    nlinarith [(h i).1, (h i).2]
  have hS : ∀ i, g i ≤ ∑ k, g k := fun i =>
    Finset.single_le_sum (fun k _ => hg k) (Finset.mem_univ i)
  -- each contribution g becomes g²(3 + 4g), and g ≤ 1/4
  have hterm : ∀ i, purify (hD.eigenvalues i) - purify (hD.eigenvalues i) ^ 2 ≤
      4 * (∑ k, g k) * g i := by
    intro i
    have hq : g i ≤ 1 / 4 := by
      rw [hgdef]
      nlinarith [sq_nonneg (hD.eigenvalues i - 1 / 2)]
    calc purify (hD.eigenvalues i) - purify (hD.eigenvalues i) ^ 2
        = g i ^ 2 * (3 + 4 * g i) := by
          rw [hgdef]
          unfold purify
          ring
      _ ≤ g i ^ 2 * 4 := mul_le_mul_of_nonneg_left (by linarith) (sq_nonneg _)
      _ ≤ 4 * (∑ k, g k) * g i := by
          nlinarith [mul_le_mul_of_nonneg_left (hS i) (hg i)]
  have hsum := Finset.sum_le_sum fun i (_ : i ∈ Finset.univ) => hterm i
  rw [← Finset.mul_sum] at hsum
  simp only [← hgdef]
  nlinarith [hsum]

end

end FreeValencePurification
```

Let S = Σₖ gₖ, so that F(D) = 4S. From gᵢ ≤ 1/4 and gᵢ ≤ S,

gᵢ²(3 + 4gᵢ) ≤ 4gᵢ² ≤ 4S gᵢ.

Summing over i and multiplying by 4 gives F(D') ≤ 16S² = F(D)². This improves on the previous bound when 0 < F(D) < 1. For a fixed basis size, that holds for every D close enough to a projector without being one.

```lean
#print axioms FreeValencePurification.mcweeny_freeValence
#print axioms FreeValencePurification.freeValence_mcweeny_le_sq
```

```
'FreeValencePurification.mcweeny_freeValence' depends on axioms: [propext, Classical.choice, Quot.sound]
'FreeValencePurification.freeValence_mcweeny_le_sq' depends on axioms: [propext, Classical.choice, Quot.sound]
```

## Purification in a program

A program can iterate the step to drive D towards a projector, at two matrix products per step:

```
D2 = D @ D
D = 3*D2 - 2*D2 @ D
```

In exact arithmetic and an orthonormal basis, F cannot rise during such an iteration if it starts from a Hermitian D with occupations in [0,1]. In an actual run, a rise beyond rounding error is therefore a warning sign; possible causes include truncation of matrix elements, lost Hermiticity and occupations outside [0,1]. A constant F does not by itself signal convergence to a projector, because an occupation of exactly 1/2 stays where it is. The theorems do not fix the electron number, since tr D' can differ from tr D. In a non-orthogonal basis, the overlap matrix would have to enter both the step and F.

## Occupation bounds without eigenvalues

The condition on D could also be stated as positive semidefiniteness of D and 1 − D. The first claim would then follow from

D' = D(3 − 2D)D and 1 − D' = (1 − D)(1 + 2D)(1 − D),

with no matching of eigenvalues. The equality condition would read D(1 − D)(1 − 2D) = 0, which is the same as D' = D. The version used here keeps the individual occupations in view.
